# k rounds of single and double excitations generate exactly the excitations of rank at most 2k

To ask how many rounds selected configuration interaction needs before an $m$-fold excitation can enter its determinant space, one first has to fix when two determinants count as coupled. Here the rule counts orbitals and ignores the values of matrix elements: two determinants with the same number of electrons are coupled when they differ by one or two spin orbitals. If every coupled determinant is added in each round, the space after $k$ rounds consists of all excitations of the reference up to rank $2k$. An $m$-fold excitation therefore first appears in round $\lceil m/2\rceil$.

The rule comes from the Slater–Condon rules. For orthonormal spin orbitals and a Hamiltonian with at most two-body terms, the matrix element between two determinants vanishes if they differ by more than two orbitals. The converse is false: a single spin flip has rank one, yet a spin-free Hamiltonian doesn't couple it to the reference. The step from this model to a real Hamiltonian is thus the assumption that every single and double excitation has a nonzero matrix element. The exact count of rounds relies on it; the lower bound does not.

## Determinants as sets of occupied orbitals

Let $\alpha$ be the set of spin orbitals, finite or infinite, and kept fixed throughout all rounds. A determinant is the finite set of its occupied spin orbitals, so signs and expansion coefficients play no part. In Lean, $\alpha$ is a type and a determinant is a term of `Finset α`. The letter $S$ below always denotes a determinant, never a spin or an overlap.

```lean
import Mathlib

namespace SelectedCI

variable {α : Type*} [DecidableEq α]
```

The excitation rank of $T$ relative to $S$ is the number of holes that $T$ has in $S$,

$$m = |S\setminus T| .$$

This counts only one side of the difference. For equal electron numbers the number of particles, $|T\setminus S|$, is the same, as is shown below.

```lean
/-- The excitation rank of `T` relative to `S`: the number of spin orbitals occupied in `S`
and empty in `T`. -/
def excitationRank (S T : Finset α) : ℕ := (S \ T).card
```

Coupling then means $|T|=|S|$ together with $|S\setminus T|\in\{1,2\}$. A determinant isn't coupled to itself under this definition, which does no harm because a round keeps what it already has.

```lean
/-- Two determinants are coupled when they have the same number of electrons and differ by
one or two orbitals. -/
def Coupled (S T : Finset α) : Prop :=
  T.card = S.card ∧ (excitationRank S T = 1 ∨ excitationRank S T = 2)
```

For a set $V$ of determinants, one round produces

$$V \;\cup\; \{\,T : T \text{ is coupled to some } U\in V\,\}.$$

```lean
/-- One selection round: keep the space `V` and add every determinant coupled to a member. -/
def expand (V : Set (Finset α)) : Set (Finset α) :=
  V ∪ {T | ∃ U ∈ V, Coupled U T}
```

Repeating this $k$ times from a reference space $V$ gives `space V k`. Despite its name, this is a set of determinants and not their linear span. The references in $V$ may be many, as in a multireference treatment, and may even differ in electron number. With zero rounds the space is $V$ itself.

```lean
/-- The determinant space after a given number of rounds, starting from the reference
space `V`. -/
def space (V : Set (Finset α)) : ℕ → Set (Finset α)
  | 0 => V
  | k + 1 => expand (space V k)
```

## How excitation ranks combine

Suppose $|S|=|T|$. Splitting each determinant into the orbitals that it shares with the other and those that it doesn't gives

$$|S\setminus T|+|S\cap T| = |S|,\qquad |T\setminus S|+|S\cap T| = |T| .$$

Subtracting the two equations gives $|S\setminus T|=|T\setminus S|$: there are as many holes as particles. The Lean proof states these two identities as `h1` and `h2`, and `omega`, a tactic for linear arithmetic over the integers and natural numbers, does the subtraction.

```lean
/-- For determinants with equally many electrons, the excitation rank is symmetric. -/
theorem excitationRank_comm {S T : Finset α} (h : T.card = S.card) :
    excitationRank S T = excitationRank T S := by
  unfold excitationRank
  have h1 := Finset.card_sdiff_add_card_inter S T
  have h2 := Finset.card_sdiff_add_card_inter T S
  rw [Finset.inter_comm T S] at h2
  omega
```

Now let $U$ be any third determinant, and take an orbital $x$ that is occupied in $S$ and empty in $T$. If $x$ is empty in $U$, it lies in $S\setminus U$. If it is occupied in $U$, it lies in $U\setminus T$. Hence $S\setminus T\subseteq (S\setminus U)\cup(U\setminus T)$, and counting elements gives

$$|S\setminus T|\le |S\setminus U|+|U\setminus T| .$$

No condition on electron numbers is needed. The case distinction on $x$ is left to `tauto`, and the last line of the proof does the counting.

```lean
/-- Excitation ranks obey the triangle inequality. -/
theorem excitationRank_triangle (S U T : Finset α) :
    excitationRank S T ≤ excitationRank S U + excitationRank U T := by
  unfold excitationRank
  have hsub : S \ T ⊆ (S \ U) ∪ (U \ T) := by
    intro x
    simp only [Finset.mem_sdiff, Finset.mem_union]
    tauto
  exact (Finset.card_le_card hsub).trans (Finset.card_union_le _ _)
```

## An excitation split into two steps

To build excitations, take a set $A\subseteq S$ of occupied orbitals and a set $B$ of equally many orbitals that are empty in $S$. Moving the electrons from $A$ to $B$ gives the determinant $(S\setminus A)\cup B$. Since $B$ is disjoint from $S$,

$$|(S\setminus A)\cup B| = |S|-|A|+|B| = |S| .$$

An orbital of $S$ is missing from the new determinant exactly when it was removed, because $B$ returns none of the orbitals of $S$. The holes are therefore exactly $A$. The two bullets of the proof establish these two facts in the same order.

```lean
/-- Moving the electrons of `S` from occupied orbitals `A` to equally many empty orbitals `B`
conserves the electron number and leaves exactly the holes `A`. -/
theorem excite {S A B : Finset α} (hA : A ⊆ S) (hB : Disjoint B S) (h : A.card = B.card) :
    ((S \ A) ∪ B).card = S.card ∧ S \ ((S \ A) ∪ B) = A := by
  constructor
  · have hd : Disjoint (S \ A) B := hB.symm.mono_left Finset.sdiff_subset
    rw [Finset.card_union_of_disjoint hd]
    have h1 := Finset.card_sdiff_add_card_eq_card hA
    omega
  · ext x
    have h1 : x ∈ B → x ∉ S := fun hb hs => Finset.disjoint_left.mp hB hb hs
    have h2 : x ∈ A → x ∈ S := fun hx => hA hx
    simp only [Finset.mem_sdiff, Finset.mem_union]
    tauto
```

Let $T$ now be an excitation of $S$ of rank $a+b$, with $|T|=|S|$. There are $a+b$ holes in $S\setminus T$ and, by symmetry, $a+b$ particles in $T\setminus S$. Choose $a$ of the holes as $A$ and $a$ of the particles as $B$, and set $U=(S\setminus A)\cup B$. By the previous step, $|U|=|S|$ and $|S\setminus U|=a$. What remains to be done between $U$ and $T$ is

$$U\setminus T=(S\setminus T)\setminus A,\qquad |U\setminus T|=(a+b)-a=b,$$

because every orbital in $B$ is occupied in $T$ and so contributes nothing to $U\setminus T$. The two `obtain` lines with `Finset.exists_subset_card_eq` choose $A$ and $B$, and `h3` is the displayed set identity.

```lean
/-- An `(a + b)`-fold excitation between determinants with equally many electrons can be done
in two steps, an `a`-fold excitation followed by a `b`-fold one. -/
theorem exists_intermediate {S T : Finset α} (h : T.card = S.card) {a b : ℕ}
    (hab : excitationRank S T = a + b) :
    ∃ U : Finset α, U.card = S.card ∧ excitationRank S U = a ∧ excitationRank U T = b := by
  have hc := excitationRank_comm h
  unfold excitationRank at *
  -- choose `a` of the holes and `a` of the particles
  obtain ⟨A, hA, hAc⟩ := Finset.exists_subset_card_eq (show a ≤ (S \ T).card by omega)
  obtain ⟨B, hB, hBc⟩ := Finset.exists_subset_card_eq (show a ≤ (T \ S).card by omega)
  have hBS : Disjoint B S :=
    Finset.disjoint_left.mpr fun x hx => (Finset.mem_sdiff.mp (hB hx)).2
  obtain ⟨h1, h2⟩ := excite (hA.trans Finset.sdiff_subset) hBS (hAc.trans hBc.symm)
  refine ⟨(S \ A) ∪ B, h1, by rw [h2, hAc], ?_⟩
  -- the remaining holes are those not yet made
  have h3 : ((S \ A) ∪ B) \ T = (S \ T) \ A := by
    ext x
    have hx : x ∈ B → x ∈ T := fun hb => (Finset.mem_sdiff.mp (hB hb)).1
    simp only [Finset.mem_sdiff, Finset.mem_union]
    tauto
  have h4 := Finset.card_sdiff_add_card_eq_card hA
  rw [h3]
  omega
```

## The space after k rounds

The main theorem says that $T$ belongs to the space after $k$ rounds if and only if some reference $S\in V$ satisfies

$$|T|=|S|\quad\text{and}\quad |S\setminus T|\le 2k .$$

Both conditions must hold for the same $S$. For a single reference with $N$ electrons, this is the set of all $N$-electron determinants up to rank $2k$. The proof is by induction on $k$.

For $k=0$, a determinant $T\in V$ has rank zero relative to itself. Conversely, $|S\setminus T|=0$ means $S\subseteq T$, and with equal electron numbers this forces $S=T$.

For the step from $k$ to $k+1$, suppose first that $T$ is in the new space. If it was there already, its rank relative to some reference is at most $2k$. Otherwise it is coupled to some $U$ in the old space. The induction hypothesis supplies a reference $S$ with $|U|=|S|$ and $|S\setminus U|\le 2k$, so the triangle inequality gives

$$|S\setminus T|\le 2k+2 = 2(k+1).$$

Conversely, let $m=|S\setminus T|\le 2k+2$ with $|T|=|S|$. If $m\le 2k$, then $T$ is in the old space. Otherwise $m-2k$ is one or two. Split the excitation at $a=2k$ and $b=m-2k$: the intermediate determinant $U$ has rank $2k$ and so is in the old space, and it is coupled to $T$. One more round therefore adds $T$.

The induction is set up with `generalizing T` because its hypothesis is applied to $U$ as well as to $T$. The split at $2k$ is the call to `exists_intermediate` near the end.

```lean
/-- After `k` rounds from a reference space `V`, the space consists exactly of the determinants
that are at most `2k`-fold excitations, at fixed electron number, of some reference in `V`. -/
theorem mem_space_iff (V : Set (Finset α)) (k : ℕ) (T : Finset α) :
    T ∈ space V k ↔ ∃ S ∈ V, T.card = S.card ∧ excitationRank S T ≤ 2 * k := by
  induction k generalizing T with
  | zero =>
    change T ∈ V ↔ _
    constructor
    · intro hT
      exact ⟨T, hT, rfl, by simp [excitationRank]⟩
    · rintro ⟨S, hS, hc, hr⟩
      have h0 : S \ T = ∅ := Finset.card_eq_zero.mp (by unfold excitationRank at hr; omega)
      have hST : S = T :=
        Finset.eq_of_subset_of_card_le (Finset.sdiff_eq_empty_iff_subset.mp h0) hc.le
      exact hST ▸ hS
  | succ k ih =>
    change (T ∈ space V k ∨ ∃ U ∈ space V k, Coupled U T) ↔ _
    constructor
    · rintro (hT | ⟨U, hU, hc, hr⟩)
      · obtain ⟨S, hS, h1, h2⟩ := (ih T).mp hT
        exact ⟨S, hS, h1, by omega⟩
      · -- one round raises the rank by at most two
        obtain ⟨S, hS, h1, h2⟩ := (ih U).mp hU
        have h3 := excitationRank_triangle S U T
        exact ⟨S, hS, hc.trans h1, by omega⟩
    · rintro ⟨S, hS, hc, hr⟩
      by_cases hk : excitationRank S T ≤ 2 * k
      · exact Or.inl ((ih T).mpr ⟨S, hS, hc, hk⟩)
      · -- stop at rank `2k`; one or two orbital changes remain
        obtain ⟨U, h1, h2, h3⟩ := exists_intermediate hc
          (show excitationRank S T = 2 * k + (excitationRank S T - 2 * k) by omega)
        exact Or.inr ⟨U, (ih U).mpr ⟨S, hS, h1, h2.le⟩, hc.trans h1.symm, by omega⟩
```

## The first round that contains an m-fold excitation

Start from one determinant $S$ and let $T$ have the same electron number and rank $m$. By the main theorem, $T$ is present after $k$ rounds exactly when $m\le 2k$. The smallest such integer is $\lceil m/2\rceil$, which Lean writes as `(excitationRank S T + 1) / 2` with division rounded down. Singles and doubles need one round, triples and quadruples two, and the reference itself none.

`IsLeast` combines two statements: $T$ is present after that many rounds, and any number of rounds after which $T$ is present is at least as large. The two bullets prove them in turn.

```lean
/-- Starting from one determinant `S`, an `m`-fold excitation `T` with the same number of
electrons first appears after `m / 2` rounds, rounded up. -/
theorem isLeast_rounds {S T : Finset α} (h : T.card = S.card) :
    IsLeast {k | T ∈ space {S} k} ((excitationRank S T + 1) / 2) := by
  constructor
  · exact (mem_space_iff _ _ _).mpr ⟨S, rfl, h, by omega⟩
  · intro k hk
    obtain ⟨S', hS', -, hr⟩ := (mem_space_iff _ _ _).mp hk
    rw [Set.mem_singleton_iff.mp hS'] at hr
    omega
```

## Selection by an arbitrary criterion

Practical selected CI keeps only part of the coupled determinants, for instance those with a large estimated contribution to the energy. Let $W_k$ be the set held after $k$ rounds, with $W_0=\{S\}$. The only requirement is that $W_{k+1}$ contain nothing beyond $W_k$ and the determinants coupled to it. Determinants may also be discarded between rounds, and the criterion may change from one round to the next.

Every $T\in W_k$ then satisfies $|S\setminus T|\le 2k$. The induction is the first half of the previous one: a determinant that is kept retains its bound, and a new one exceeds the rank of a coupled predecessor by at most two. Take a selected CI calculation with fixed orthonormal orbitals and at most two-body interactions, started from one determinant, in which every new determinant must have a nonzero Hamiltonian matrix element with one held at the start of the round. A quadruple excitation then can't enter before the second round, however strict or loose the threshold. Matrix elements that vanish by symmetry only remove candidates, so the bound survives them. Whether a particular excitation is ever selected is a different question, which depends on the criterion.

In Lean, `hW` is the requirement on the rounds. The proof uses `excitationRank_triangle` but not the construction of intermediates.

```lean
/-- If each round keeps only some of the current and coupled determinants, by any criterion,
then a determinant present after `k` rounds from `S` is at most a `2k`-fold excitation of `S`. -/
theorem rank_le_of_selection {S : Finset α} (W : ℕ → Set (Finset α)) (h0 : W 0 = {S})
    (hW : ∀ k, W (k + 1) ⊆ expand (W k)) {k : ℕ} {T : Finset α} (hT : T ∈ W k) :
    excitationRank S T ≤ 2 * k := by
  induction k generalizing T with
  | zero =>
    rw [h0] at hT
    rw [Set.mem_singleton_iff.mp hT]
    simp [excitationRank]
  | succ k ih =>
    rcases hW k hT with h | ⟨U, hU, -, hr⟩
    · have := ih h
      omega
    · have h1 := ih hU
      have h2 := excitationRank_triangle S U T
      omega
```

## When the whole determinant space is reached

Let the orbital basis be finite, with $n=|S|$ occupied and $q=|S^c|$ empty spin orbitals. Then $k$ rounds from $S$ generate all $n$-electron determinants exactly when

$$\min(n,q)\le 2k .$$

For necessity, move $\min(n,q)$ electrons into equally many empty orbitals. The resulting determinant has rank $\min(n,q)$, so if it is present after $k$ rounds, the main theorem gives the inequality. For sufficiency, any $T$ with $|T|=n$ has at most $n$ holes, and its equally many particles lie among the $q$ empty orbitals. Its rank is therefore at most $\min(n,q)$.

Water in a minimal basis has ten electrons in fourteen spin orbitals, so $\min(10,4)=4$ and two rounds suffice under the orbital-counting rule. "All determinants" here includes every spin projection, whereas a spin-free Hamiltonian stays within the sector of the reference.

The first half of the Lean proof builds the determinant of highest rank with `excite`. The second half bounds the rank by $n$ directly and by $q$ through `excitationRank_comm`.

```lean
/-- In a finite orbital basis, `k` rounds from `S` generate every determinant with the electron
number of `S` exactly when the smaller of the numbers of occupied and empty orbitals is at
most `2k`. -/
theorem full_space_iff [Fintype α] (S : Finset α) (k : ℕ) :
    (∀ T : Finset α, T.card = S.card → T ∈ space {S} k) ↔ min S.card Sᶜ.card ≤ 2 * k := by
  constructor
  · intro hall
    -- build a determinant of the highest possible excitation rank
    obtain ⟨A, hA, hAc⟩ := Finset.exists_subset_card_eq (min_le_left S.card Sᶜ.card)
    obtain ⟨B, hB, hBc⟩ := Finset.exists_subset_card_eq (min_le_right S.card Sᶜ.card)
    have hBS : Disjoint B S :=
      Finset.disjoint_left.mpr fun x hx => Finset.mem_compl.mp (hB hx)
    obtain ⟨h1, h2⟩ := excite hA hBS (hAc.trans hBc.symm)
    obtain ⟨S', hS', -, hr⟩ := (mem_space_iff _ _ _).mp (hall _ h1)
    rw [Set.mem_singleton_iff.mp hS'] at hr
    unfold excitationRank at hr
    rw [h2, hAc] at hr
    exact hr
  · intro hk T hT
    refine (mem_space_iff _ _ _).mpr ⟨S, rfl, hT, le_trans (le_min ?_ ?_) hk⟩
    · exact Finset.card_le_card Finset.sdiff_subset
    · rw [excitationRank_comm hT]
      exact Finset.card_le_card fun x hx =>
        Finset.mem_compl.mpr (Finset.mem_sdiff.mp hx).2

end SelectedCI
```

```lean
#print axioms SelectedCI.excitationRank_comm
#print axioms SelectedCI.isLeast_rounds
#print axioms SelectedCI.rank_le_of_selection
#print axioms SelectedCI.full_space_iff
```

```
'SelectedCI.excitationRank_comm' depends on axioms: [propext, Classical.choice, Quot.sound]
'SelectedCI.isLeast_rounds' depends on axioms: [propext, Classical.choice, Quot.sound]
'SelectedCI.rank_le_of_selection' depends on axioms: [propext, Classical.choice, Quot.sound]
'SelectedCI.full_space_iff' depends on axioms: [propext, Classical.choice, Quot.sound]
```

## Operators that move up to r electrons

The same argument applies when a round adds every determinant that has the same number of electrons as one held at the start of the round and differs from it by between one and $r$ orbitals, for a fixed $r\ge 1$. The triangle inequality raises the rank by at most $r$ per round, and splitting an excitation at rank $rk$ leaves at most $r$ orbital changes for the next round. The space after $k$ rounds then contains exactly the excitations of rank at most $rk$, and an $m$-fold excitation first appears in round $\lceil m/r\rceil$. The case $r=3$ corresponds to a Hamiltonian with three-body terms, such as a transcorrelated one. The Lean code above treats $r=2$ alone, so this extension rests on the argument just given.
